# To first order in its thickness, a stack of potential layers transfers a wave like one layer at the mean potential

For the one-dimensional stationary Schrödinger equation `ψ'' = (U - E) ψ`, the transfer matrix of a uniform layer carries the pair `(ψ, ψ')` across it, and that of a finite stack is the product over its layers. The theorem `hasDerivAt_cell` scales all widths by a common factor `s`, at fixed real energy and potentials, and says that the stack's matrix has derivative `width L • generator E (meanPotential L)` at `s = 0`. This is the derivative for a single layer of the same total width at the width-weighted mean potential; the total width must be nonzero, since the mean divides by it. The proof differentiates the matrix exponential for one layer, builds up the stack by induction with the product rule, and finally rewrites the summed potential as a mean.

The failing Lean file:

```lean
import Mathlib

open Filter Topology Matrix
open scoped Matrix.Norms.Operator

namespace TransferMatrixHomogenisation

noncomputable section

/-- The generator of the stationary Schrödinger equation `ψ'' = (U - E) ψ`
acting on the pair `(ψ, ψ')`. -/
def generator (E U : ℝ) : Matrix (Fin 2) (Fin 2) ℝ := !![0, 1; U - E, 0]

/-- The transfer matrix of a uniform layer of potential `U` and width `x` at energy `E`. -/
def transfer (E U x : ℝ) : Matrix (Fin 2) (Fin 2) ℝ :=
  NormedSpace.exp (x • generator E U)

/-- The transfer matrix of a stack of layers `(width, potential)`,
with all widths scaled by `s`. -/
def cell (E : ℝ) (L : List (ℝ × ℝ)) (s : ℝ) : Matrix (Fin 2) (Fin 2) ℝ :=
  (L.map fun l => transfer E l.2 (s * l.1)).prod

/-- The total width of a stack of layers. -/
def width (L : List (ℝ × ℝ)) : ℝ := (L.map fun l => l.1).sum

/-- The average of the potential over a stack, weighted by the layer widths. -/
def meanPotential (L : List (ℝ × ℝ)) : ℝ := (L.map fun l => l.1 * l.2).sum / width L

/-- To first order in its scale, a stack of layers acts as a uniform layer
with the same total width and the mean potential. -/
theorem hasDerivAt_cell (E : ℝ) (L : List (ℝ × ℝ)) (hL : width L ≠ 0) :
    HasDerivAt (cell E L) (width L • generator E (meanPotential L)) 0 := by
  have layer : ∀ d U : ℝ,
      HasDerivAt (fun s => transfer E U (s * d)) (d • generator E U) 0 := by
    intro d U
    have h := hasDerivAt_exp_smul_const (d • generator E U) (0 : ℝ)
    simp only [zero_smul, NormedSpace.exp_zero, one_mul] at h
    simp only [transfer, mul_smul]
    exact h
  have stack : ∀ M : List (ℝ × ℝ), HasDerivAt (cell E M)
      !![0, width M; (M.map fun l => l.1 * l.2).sum - width M * E, 0] 0 := by
    intro M
    induction M with
    | nil =>
      convert hasDerivAt_const (0 : ℝ) (1 : Matrix (Fin 2) (Fin 2) ℝ) using 1
      ext i j
      fin_cases i <;> fin_cases j <;> simp [width]
    | cons l M ih =>
      have h := (layer l.1 l.2).fun_mul ih
      have e : cell E (l :: M) = fun s => transfer E l.2 (s * l.1) * cell E M s := by
        funext s
        simp [cell]
      rw [e]
      refine h.congr_deriv ?_
      have c0 : cell E M 0 = 1 := by simp [cell, transfer]
      have t0 : transfer E l.2 (0 * l.1) = 1 := by simp [transfer]
      rw [c0, t0, mul_one, one_mul]
      ext i j
      fin_cases i <;> fin_cases j <;> simp [width, generator] <;> ring
  refine (stack L).congr_deriv ?_
  -- the generator is affine in the potential, so the layers average
  ext i j
  fin_cases i <;> fin_cases j <;> simp [generator, meanPotential]
  field_simp

end

end TransferMatrixHomogenisation
```

The compiler's answer:

```
Main.lean:47:6: error: failed to synthesize
  Fintype (Matrix (Fin 2) (Fin 2) ℝ)

Hint: Additional diagnostic information may be available using the `set_option diagnostics true` command.
Main.lean:47:22: error: failed to synthesize
  Fintype (Matrix (Fin 2) (Fin 2) ℝ)

Hint: Additional diagnostic information may be available using the `set_option diagnostics true` command.
Main.lean:44:10: error: unsolved goals
case e'_5
E : ℝ
L : List (ℝ × ℝ)
hL : width L ≠ 0
layer : ∀ (d U : ℝ), HasDerivAt (fun s => transfer E U (s * d)) (d • generator E U) 0
e_4✝ : addCommGroup = Matrix.linftyOpNormedAddCommGroup.toAddCommGroup
⊢ module = Matrix.linftyOpNormedSpace.toModule

case e'_6
E : ℝ
L : List (ℝ × ℝ)
hL : width L ≠ 0
layer : ∀ (d U : ℝ), HasDerivAt (fun s => transfer E U (s * d)) (d • generator E U) 0
⊢ instTopologicalSpaceMatrix = PseudoMetricSpace.toUniformSpace.toTopologicalSpace

case e'_8
E : ℝ
L : List (ℝ × ℝ)
hL : width L ≠ 0
layer : ∀ (d U : ℝ), HasDerivAt (fun s => transfer E U (s * d)) (d • generator E U) 0
⊢ cell E [] = fun x => 1

case e'_9
E : ℝ
L : List (ℝ × ℝ)
hL : width L ≠ 0
layer : ∀ (d U : ℝ), HasDerivAt (fun s => transfer E U (s * d)) (d • generator E U) 0
⊢ !![0, width []; (List.map (fun l => l.1 * l.2) []).sum - width [] * E, 0] = 0
Main.lean:47:44: warning: This simp argument is unused:
  width

Hint: Omit it from the simp argument list.
  [apply] simp

Note: This linter can be disabled with `set_option linter.unusedSimpArgs false`
```

Diagnosis. The failure is in the empty-stack case of the induction. `convert ... using 1` matched the goal with `hasDerivAt_const` argument by argument, and these include the structures on the matrix space. The goal has the plain matrix ones and the lemma those derived from the operator norm, so `convert` asked for proofs that they agree, ahead of the two equations that matter.

`ext i j` therefore acted on the first of these, an equality of additive group structures, where `i` and `j` are matrices and not indices. `fin_cases` needs a finite type, hence the two `Fintype` errors. `width` does not occur in that goal, hence the warning, and the other four goals were left unsolved.

The repair proves the equation for the function as `e` and rewrites with it. It then applies `hasDerivAt_const` through `congr_deriv`, where Lean accepts the two sets of structures as equal by definition. Only the equation between derivative matrices remains, and there `i` and `j` are indices. Moving `ring` to its own line is mere tidying.

The mended proof, as a diff:

```diff
@@ -43,5 +43,9 @@
     induction M with
     | nil =>
-      convert hasDerivAt_const (0 : ℝ) (1 : Matrix (Fin 2) (Fin 2) ℝ) using 1
+      have e : cell E [] = fun _ => (1 : Matrix (Fin 2) (Fin 2) ℝ) := by
+        funext s
+        simp [cell]
+      rw [e]
+      refine (hasDerivAt_const (0 : ℝ) (1 : Matrix (Fin 2) (Fin 2) ℝ)).congr_deriv ?_
       ext i j
       fin_cases i <;> fin_cases j <;> simp [width]
@@ -57,5 +61,6 @@
       rw [c0, t0, mul_one, one_mul]
       ext i j
-      fin_cases i <;> fin_cases j <;> simp [width, generator] <;> ring
+      fin_cases i <;> fin_cases j <;> simp [width, generator]
+      ring
   refine (stack L).congr_deriv ?_
   -- the generator is affine in the potential, so the layers average
```
